# For a strongly convex energy functional, a uniform error $d$ shifts the minimising density by at most $2\sqrt{d/m}$

Take one real variable $x$ in place of the density, and the energy $E(x)=\tfrac m2x^2$ with $m>0$. Its minimum is at $0$. For $d\ge 0$, lower the parabola by $d$ and cut it off from below at the value $d$:

$$E'(x)=\max\bigl(E(x)-d,\;d\bigr).$$

This differs from $E$ by at most $d$ everywhere. It takes its least value $d$ wherever $E(x)\le 2d$, that is, for $|x|\le 2\sqrt{d/m}$. A minimiser of $E'$ can therefore lie $2\sqrt{d/m}$ away from the minimiser of $E$, although the minimum energy has changed only by $d$. In this parabola a displacement from the minimum costs energy only at second order, so the possible displacement shrinks only as $\sqrt d$ when the energy error $d$ is reduced.

The same bound holds for every $m$-strongly convex $E$ on a convex set of densities in a real inner-product space, provided that both functionals have minimisers there, and whether or not $E'$ is convex.

```lean
import Mathlib

open Set

namespace FunctionalErrorDensityError

noncomputable section

variable {H : Type*}
```

## Ground states and the size of the functional error

Let $S$ be the set of admissible densities, a subset of `H`. A ground state of $E$ is an $n\in S$ with $E(n)\le E(x)$ for all $x\in S$. Here $E$ is the total energy at a fixed external potential. That a minimiser exists is assumed wherever one is used.

```lean
/-- The density `n` is a ground state of the functional `E` on the set `S` of admissible
densities: it is admissible and no admissible density has lower energy. -/
def IsGroundState (S : Set H) (E : H → ℝ) (n : H) : Prop :=
  n ∈ S ∧ ∀ x ∈ S, E n ≤ E x
```

The approximate functional $E'$ has error at most $d$ if $|E'(x)-E(x)|\le d$ for every $x\in S$. This is a uniform bound in energy units, and it has to be supplied for the approximation at hand. For the local-density approximation no finite $d$ exists on the set of all densities: when all lengths in a density are divided by $\gamma$, its exchange energy is multiplied by $\gamma$, and so is the error in it. The set $S$ then has to be smaller.

```lean
/-- The approximate functional `E'` deviates from `E` by at most `d` at every admissible
density. -/
def ErrorAtMost (S : Set H) (E E' : H → ℝ) (d : ℝ) : Prop :=
  ∀ x ∈ S, |E' x - E x| ≤ d
```

## Comparing two functionals at two minimisers

Let $n$ minimise $E$ and $n'$ minimise $E'$. Then

$$E'(n')\le E'(n)\le E(n)+d,\qquad E(n)\le E(n')\le E'(n')+d,$$

and hence $|E'(n')-E(n)|\le d$. Neither convexity nor a vector-space structure is needed, and at this point `H` is a bare type. In the code, `h1` and `h2` are the error bounds at $n$ and $n'$, `h3` and `h4` are the two minimality statements, and `linarith` adds them.

```lean
/-- If two functionals differ by at most `d` on the admissible densities, their ground-state
energies differ by at most `d`. -/
theorem energy_error_le {S : Set H} {E E' : H → ℝ} {d : ℝ} {n n' : H}
    (hd : ErrorAtMost S E E' d) (hn : IsGroundState S E n) (hn' : IsGroundState S E' n') :
    |E' n' - E n| ≤ d := by
  have h1 := abs_le.mp (hd n hn.1)
  have h2 := abs_le.mp (hd n' hn'.1)
  have h3 := hn.2 n' hn'.1
  have h4 := hn'.2 n hn.1
  exact abs_le.mpr ⟨by linarith [h2.1], by linarith [h1.2]⟩
```

The same comparison bounds the energy that the original functional $E$ assigns to the wrong density:

$$E(n')\le E'(n')+d\le E'(n)+d\le E(n)+2d.$$

The Lean name calls the difference $E(n')-E(n)$ a density-driven error. In density-corrected density-functional theory that term usually means $E'(n')-E'(n)$, which is never positive.

```lean
/-- If two functionals differ by at most `d` on the admissible densities, then `E` evaluated at
a ground state of `E'` lies at most `2 d` above the ground-state energy of `E`. -/
theorem density_driven_error_le {S : Set H} {E E' : H → ℝ} {d : ℝ} {n n' : H}
    (hd : ErrorAtMost S E E' d) (hn : IsGroundState S E n) (hn' : IsGroundState S E' n') :
    E n' - E n ≤ 2 * d := by
  have h1 := abs_le.mp (hd n hn.1)
  have h2 := abs_le.mp (hd n' hn'.1)
  have h3 := hn'.2 n hn.1
  linarith [h1.2, h2.1]
```

## Strong convexity makes displacements costly

Now `H` becomes a real inner-product space, of finite or infinite dimension. The hypothesis `StrongConvexOn S m E` says that $S$ is convex and that, for $x,y\in S$ and $a,b\ge0$ with $a+b=1$,

$$E(ax+by)\le aE(x)+bE(y)-\tfrac m2\,ab\,\|x-y\|^2.$$

The constant $m$ is a minimum stiffness: no change of density, in any direction, meets a curvature of the energy below $m$. It is postulated here and not derived from an electronic Hamiltonian, and its value depends on the norm chosen for densities. The exact functional of a single electron has no such $m>0$ on the set of all densities: for two densities that do not overlap, the kinetic and potential energies of a mixture are the weighted averages of the separate ones, so $E$ is linear between them.

Write $A=\tfrac m2\|x-n\|^2$ and $\Delta=E(x)-E(n)$. For $0<t\le1$ the point $tx+(1-t)n$ lies in $S$, so its energy is at least $E(n)$. Strong convexity then gives

$$0\le t\,\bigl[\Delta-(1-t)A\bigr].$$

Dividing by $t$ and letting $t\to0$ yields $\Delta\ge A$, which is quadratic growth:

$$E(n)+\tfrac m2\|x-n\|^2\le E(x).$$

The code replaces the limit by one well-chosen step. Suppose $\Delta<A$. Since $\Delta\ge0$, we have $A>0$, and $t=(A-\Delta)/(2A)$ lies in $(0,1]$. For this $t$, $(1-t)A=(A+\Delta)/2>\Delta$, so the bracket is negative (`hfac`), which contradicts the inequality above (`hprod`).

```lean
variable [NormedAddCommGroup H] [InnerProductSpace ℝ H]

/-- Around a ground state `n` of an `m`-strongly convex functional, the energy of an admissible
density `x` exceeds the ground-state energy by at least `m ‖x - n‖² / 2`. -/
theorem quadratic_growth {S : Set H} {E : H → ℝ} {m : ℝ} {n x : H}
    (hE : StrongConvexOn S m E) (hn : IsGroundState S E n) (hx : x ∈ S) :
    E n + m / 2 * ‖x - n‖ ^ 2 ≤ E x := by
  by_contra hcon
  have hlow := hn.2 x hx
  obtain ⟨A, hA⟩ : ∃ A, A = m / 2 * ‖x - n‖ ^ 2 := ⟨_, rfl⟩
  rw [← hA] at hcon
  have hlt : E x - E n < A := by linarith [not_le.mp hcon]
  have hApos : 0 < A := by linarith
  -- a short step of length t from n towards x
  obtain ⟨t, ht⟩ : ∃ t, t = (A - (E x - E n)) / (2 * A) := ⟨_, rfl⟩
  have htA : t * A = (A - (E x - E n)) / 2 := by
    rw [ht]
    field_simp
  have ht0 : 0 < t := by
    rw [ht]
    exact div_pos (by linarith) (by linarith)
  have ht1 : t ≤ 1 := by
    rw [ht, div_le_one (by linarith)]
    linarith
  have hmem : t • x + (1 - t) • n ∈ S :=
    hE.1 hx hn.1 ht0.le (by linarith) (by ring)
  have hconv := hE.2 hx hn.1 ht0.le (show 0 ≤ 1 - t by linarith) (by ring)
  simp only [smul_eq_mul] at hconv
  rw [← hA] at hconv
  have hmin := hn.2 _ hmem
  -- minimality along the segment, divided by t
  have hprod : 0 ≤ t * ((E x - E n) - (1 - t) * A) := by linarith
  have hfac : (E x - E n) - (1 - t) * A < 0 := by linarith
  exact absurd hprod (not_le_of_gt (mul_neg_of_pos_of_neg ht0 hfac))
```

## The density bound

Quadratic growth at $x=n'$, together with $E(n')-E(n)\le2d$, gives

$$\tfrac m2\|n'-n\|^2\le 2d,\qquad\text{so}\qquad \|n'-n\|\le2\sqrt{d/m}.$$

The theorem states this together with the energy bound. In the code, `h3` is the squared inequality in the form $(\|n'-n\|/2)^2\le d/m$, and `Real.abs_le_sqrt` takes the root.

```lean
/-- Let `E` be `m`-strongly convex on the admissible densities, `m > 0`, and let `E'` differ
from it there by at most `d`. Then the ground-state energies differ by at most `d`, and the
ground-state densities by at most `2 √(d / m)`. -/
theorem energy_and_density_error {S : Set H} {E E' : H → ℝ} {m d : ℝ} {n n' : H}
    (hm : 0 < m) (hE : StrongConvexOn S m E) (hd : ErrorAtMost S E E' d)
    (hn : IsGroundState S E n) (hn' : IsGroundState S E' n') :
    |E' n' - E n| ≤ d ∧ ‖n' - n‖ ≤ 2 * √(d / m) := by
  refine ⟨energy_error_le hd hn hn', ?_⟩
  have h1 := quadratic_growth hE hn hn'.1
  have h2 := density_driven_error_le hd hn hn'
  have h3 : (‖n' - n‖ / 2) ^ 2 ≤ d / m := by
    rw [le_div_iff₀ hm]
    linarith
  have h4 := (le_abs_self _).trans (Real.abs_le_sqrt h3)
  linarith
```

For density-functional approximations this means that, within a model whose energy functional is strongly convex and whose error is uniformly bounded, the bound $2\sqrt{d/m}$ on the density error is halved, at fixed $m$, when the bound $d$ on the functional error is made four times smaller.

## Constant shifts and incomplete minimisation

Adding a constant to $E'$ moves no minimiser, so only the variation of the error should matter. Let $w$ bound the difference between the values of $E'-E$ at any two admissible densities, and let $n'\in S$ minimise $E'$ only to within $\varepsilon$, meaning that no admissible density has a value of $E'$ more than $\varepsilon$ below $E'(n')$. (A small energy change between successive iterations of a calculation does not by itself guarantee this.) Then

$$E(n')-E(n)=\bigl[E'(n')-E'(n)\bigr]+\bigl[(E'-E)(n)-(E'-E)(n')\bigr]\le\varepsilon+w,$$

and quadratic growth gives $\|n'-n\|\le\sqrt{2(w+\varepsilon)/m}$. With $w=2d$ and $\varepsilon=0$ this is the previous bound. In the code, `h2` bounds the second bracket and `h3` the first.

```lean
/-- Let `E` be `m`-strongly convex, `m > 0`, with ground state `n`, let the error `E' - E` vary
by at most `w` over the admissible densities, and let the admissible density `n'` minimise `E'`
to within `ε`. Then `n'` is within `√(2 (w + ε) / m)` of `n`. -/
theorem density_error_of_variation {S : Set H} {E E' : H → ℝ} {m w ε : ℝ} {n n' : H}
    (hm : 0 < m) (hE : StrongConvexOn S m E)
    (hw : ∀ x ∈ S, ∀ y ∈ S, (E' x - E x) - (E' y - E y) ≤ w)
    (hn : IsGroundState S E n) (hmem : n' ∈ S) (hn' : ∀ x ∈ S, E' n' ≤ E' x + ε) :
    ‖n' - n‖ ≤ √(2 * (w + ε) / m) := by
  have h1 := quadratic_growth hE hn hmem
  have h2 := hw n hn.1 n' hmem
  have h3 := hn' n hn.1
  have h4 : ‖n' - n‖ ^ 2 ≤ 2 * (w + ε) / m := by
    rw [le_div_iff₀ hm]
    linarith
  exact (le_abs_self _).trans (Real.abs_le_sqrt h4)
```

## The flattened parabola attains the bound

The one-variable example shows that neither the exponent nor the factor $2$ can be improved. Its first functional is $E(x)=\tfrac m2x^2$.

```lean
/-- The parabolic model functional `m x² / 2` of a single density variable `x`. -/
def parabola (m x : ℝ) : ℝ := m / 2 * x ^ 2
```

The second is $E'(x)=\max(E(x)-d,d)$.

```lean
/-- The parabola lowered by `d` and cut off from below at the value `d`. -/
def flattened (m d x : ℝ) : ℝ := max (parabola m x - d) d
```

The theorem below has five parts, proved in this order for all $m>0$ and $d\ge0$, with the whole real line (`univ`) as $S$.

1. $E$ is $m$-strongly convex. For $a+b=1$ the defining inequality is an equality, which `ring` verifies.
2. $E'$ is convex, being the maximum of a convex function and a constant. The code bounds each argument of the maximum separately with `max_le`.
3. $|E'-E|\le d$. Indeed $E'\ge E-d$ by construction, and $E'\le E+d$ because $E\ge0$.
4. $0$ is a ground state of $E$.
5. $2\sqrt{d/m}$ is a ground state of $E'$. There $E=\tfrac m2\cdot\tfrac{4d}{m}=2d$ (`hr`), so $E'=d$, its least possible value.

The two ground states are exactly $2\sqrt{d/m}$ apart. Since $E'$ is convex, requiring convexity of the approximate functional would not improve the bound.

```lean
/-- For `m > 0` and `d ≥ 0` the parabola is `m`-strongly convex, and the flattened parabola is
convex and differs from it by at most `d`. The point `0` is a ground state of the first and
`2 √(d / m)` a ground state of the second. -/
theorem density_bound_sharp {m d : ℝ} (hm : 0 < m) (hd : 0 ≤ d) :
    StrongConvexOn univ m (parabola m) ∧ ConvexOn ℝ univ (flattened m d) ∧
      ErrorAtMost univ (parabola m) (flattened m d) d ∧
      IsGroundState univ (parabola m) 0 ∧
      IsGroundState univ (flattened m d) (2 * √(d / m)) := by
  have hpos : ∀ x, 0 ≤ parabola m x := fun x => by
    unfold parabola
    positivity
  refine ⟨⟨convex_univ, ?_⟩, ⟨convex_univ, ?_⟩, ?_, ⟨mem_univ _, ?_⟩, ⟨mem_univ _, ?_⟩⟩
  · intro x _ y _ a b _ _ hab
    obtain rfl : b = 1 - a := by linarith
    simp only [smul_eq_mul, Real.norm_eq_abs, sq_abs, parabola]
    apply le_of_eq
    ring
  · intro x _ y _ a b ha hb hab
    have hx1 := mul_le_mul_of_nonneg_left (le_max_left (parabola m x - d) d) ha
    have hx2 := mul_le_mul_of_nonneg_left (le_max_right (parabola m x - d) d) ha
    have hy1 := mul_le_mul_of_nonneg_left (le_max_left (parabola m y - d) d) hb
    have hy2 := mul_le_mul_of_nonneg_left (le_max_right (parabola m y - d) d) hb
    have hsq : 0 ≤ m / 2 * (a * b * (x - y) ^ 2) := by positivity
    obtain rfl : b = 1 - a := by linarith
    have hpar : parabola m (a * x + (1 - a) * y)
        = a * parabola m x + (1 - a) * parabola m y
          - m / 2 * (a * (1 - a) * (x - y) ^ 2) := by
      unfold parabola
      ring
    simp only [smul_eq_mul, flattened]
    exact max_le (by linarith) (by linarith)
  · intro x _
    have hx := hpos x
    have h1 := le_max_left (parabola m x - d) d
    have h2 : max (parabola m x - d) d ≤ parabola m x + d :=
      max_le (by linarith) (by linarith)
    unfold flattened
    exact abs_le.mpr ⟨by linarith, by linarith⟩
  · intro x _
    have h0 : parabola m 0 = 0 := by simp [parabola]
    rw [h0]
    exact hpos x
  · intro x _
    -- the displaced point sits at the edge of the flat bottom
    have hr : parabola m (2 * √(d / m)) = 2 * d := by
      have hc : m * (d / m) = d := by field_simp
      unfold parabola
      rw [mul_pow, Real.sq_sqrt (div_nonneg hd hm.le)]
      linear_combination 2 * hc
    unfold flattened
    rw [hr]
    exact (max_le (by linarith) le_rfl).trans (le_max_right _ _)

end

end FunctionalErrorDensityError
```

```lean
#print axioms FunctionalErrorDensityError.energy_and_density_error
-- 'FunctionalErrorDensityError.energy_and_density_error' depends on axioms: [propext, Classical.choice, Quot.sound]
#print axioms FunctionalErrorDensityError.density_error_of_variation
-- 'FunctionalErrorDensityError.density_error_of_variation' depends on axioms: [propext, Classical.choice, Quot.sound]
#print axioms FunctionalErrorDensityError.density_bound_sharp
-- 'FunctionalErrorDensityError.density_bound_sharp' depends on axioms: [propext, Classical.choice, Quot.sound]
```
